# In a non-degenerate state of a real orbital Hamiltonian, the second-order spin–orbit term of spin one half is a multiple of the identity

## Leaving the D tensor out of a doublet's spin Hamiltonian

When I set up the spin Hamiltonian of a radical with one unpaired electron, I keep the g tensor and the hyperfine terms and leave out the zero-field term \(\sum_{ab} D_{ab}S_aS_b\). For a triplet I keep it, because there it can split the three spin states. The reason I was given is that spin–orbit coupling, taken to second order in an orbitally non-degenerate state, only shifts a doublet as a whole. I would like to see that argument made rigorous, with the assumptions on the orbital part in plain view, and checked by machine in Lean. Does it really need nothing more than real orbitals and a symmetric resolvent?

## A real symmetric tensor meets the Pauli matrices

Those two assumptions suffice for a coupling of the form \(\lambda\sum_a L_aS_a\) that acts within one spin multiplet, when the orbital operators are \(i\) times real antisymmetric matrices, as orbital angular momentum is in a real basis.

### From real orbitals to a constant shift

Number the axes \(x,y,z\) as \(0,1,2\) and set \(\hbar=1\). Let \(e\) be a real, normalised orbital vector, and let \(L_a=iA_a\) with \(A_a\) real and \(A_a^T=-A_a\). In second-order perturbation theory \(R=\sum_{k\neq 0}|k\rangle\langle k|/(E_0-E_k)\) is the reduced resolvent of the orbital Hamiltonian, where \(e\) is the state \(k=0\). It is real and symmetric when that Hamiltonian is. The effective spin operator through second order, apart from the unperturbed energy, is

\[
\lambda\sum_a\langle e,L_ae\rangle S_a+\lambda^2\sum_{ab}M_{ab}S_aS_b,\qquad M_{ab}=\langle e,L_aRL_be\rangle .
\]

**First order.** For real \(e\), \(\langle e,Xe\rangle=\sum_{ij}e_iX_{ij}e_j=\langle e,X^Te\rangle\). Since \(L_a^T=-L_a\), the average of \(L_a\) equals its own negative and vanishes.

**The tensor.** The two factors of \(i\) give one minus sign, and moving \(A_a\) onto the left vector gives another:

\[
M_{ab}=-e\cdot(A_aRA_be)=(A_ae)\cdot R(A_be).
\]

So \(M_{ab}\) is real. Because \(R^T=R\), it also equals \((A_be)\cdot R(A_ae)=M_{ba}\).

**The spin part.** From \(\sigma_a\sigma_b=\delta_{ab}+i\sum_c\varepsilon_{abc}\sigma_c\),

\[
\sum_{ab}M_{ab}\sigma_a\sigma_b=\operatorname{tr}M+i\big[(M_{12}-M_{21})\sigma_0+(M_{20}-M_{02})\sigma_1+(M_{01}-M_{10})\sigma_2\big].
\]

The identity and the Pauli matrices are linearly independent, so this is a multiple of the identity exactly when \(M\) is symmetric. Here it is. With \(S_a=\sigma_a/2\), both spin states move by \(\tfrac{\lambda^2}{4}\sum_a(A_ae)\cdot R(A_ae)\).

### The same tensor for spin one, and the smallest orbital spaces

In the Cartesian basis the spin-one matrices are \((S_a)_{jk}=-i\varepsilon_{ajk}\), so \((S_aS_b)_{jk}=\delta_{ab}\delta_{jk}-\delta_{ak}\delta_{bj}\) and

\[
\sum_{ab}M_{ab}S_aS_b=\operatorname{tr}M-M^T .
\]

This is a multiple of the identity only if \(M\) is. Take a p shell with \(e=p_z\) (for the triplet, read the \(z\) component of a \(^3P\) term, where the orbital angular momentum has the same matrices) and \(R=\operatorname{diag}(r_0,r_1,r_2)\). Then \(A_0e=(0,-1,0)\), \(A_1e=(1,0,0)\) and \(A_2e=0\), which gives \(M=\operatorname{diag}(r_1,r_0,0)\). The spin-one operator is \(\operatorname{diag}(r_0,r_1,r_0+r_1)\), which splits the triplet if \(r_0\neq0\), while for the doublet, with \(S_a=\sigma_a/2\), the same sum is \(\tfrac14(r_0+r_1)\) times the identity.

With a single orbital every \(A_a\) is zero and there is no shift at all. Two orbitals are the smallest case with a shift: write \(A_a=v_aJ\) with real \(v_a\) and \(J=\begin{pmatrix}0&-1\\1&0\end{pmatrix}\), and take \(e=(1,0)\), \(R=\operatorname{diag}(0,r)\). Then \(M_{ab}=r\,v_av_b\), and the contraction is \(r(v\cdot\sigma)^2=r|v|^2\).

### The Lean file

```lean
import Mathlib

open Matrix

namespace SpinHalfZeroField

noncomputable section

variable {n : Type*} [Fintype n]

/-- The orbital operator `L = i A` built from a real matrix `A`. -/
def angular (A : Matrix n n ℝ) : Matrix n n ℂ :=
  Complex.I • A.map Complex.ofRealHom

/-- The matrix element `⟨e, X e⟩` of an orbital operator in a real orbital vector `e`. -/
def expect (e : n → ℝ) (X : Matrix n n ℂ) : ℂ :=
  star (fun i => (e i : ℂ)) ⬝ᵥ X *ᵥ (fun i => (e i : ℂ))

/-- The second-order coupling tensor `⟨e, L_a R L_b e⟩` with `L_a = i A_a`. -/
def couplingTensor (A : Fin 3 → Matrix n n ℝ) (R : Matrix n n ℝ) (e : n → ℝ) :
    Matrix (Fin 3) (Fin 3) ℂ :=
  Matrix.of fun a b => expect e (angular (A a) * R.map Complex.ofRealHom * angular (A b))

/-- The spin operator `∑ M_ab S_a S_b`, quadratic in the spin matrices `S`. -/
def spinQuadratic {m : Type*} [Fintype m] (S : Fin 3 → Matrix m m ℂ)
    (M : Matrix (Fin 3) (Fin 3) ℂ) : Matrix m m ℂ :=
  ∑ a, ∑ b, M a b • (S a * S b)

/-- The three Pauli matrices. -/
def pauli : Fin 3 → Matrix (Fin 2) (Fin 2) ℂ :=
  ![!![0, 1; 1, 0], !![0, -Complex.I; Complex.I, 0], !![1, 0; 0, -1]]

/-- The real antisymmetric matrices `A_a` of a p shell in the basis `p_x, p_y, p_z`. -/
def pShell : Fin 3 → Matrix (Fin 3) (Fin 3) ℝ :=
  ![!![0, 0, 0; 0, 0, -1; 0, 1, 0], !![0, 0, 1; 0, 0, 0; -1, 0, 0],
    !![0, -1, 0; 1, 0, 0; 0, 0, 0]]

/-- The spin-one matrices in the Cartesian basis. -/
def spinOne (a : Fin 3) : Matrix (Fin 3) (Fin 3) ℂ := angular (pShell a)

/-- In a real orbital vector an operator and its transpose have the same average. -/
theorem expect_transpose (e : n → ℝ) (X : Matrix n n ℂ) : expect e Xᵀ = expect e X := by
  simp only [expect, dotProduct, Matrix.mulVec, Matrix.transpose_apply, Pi.star_apply,
    Complex.star_def, Complex.conj_ofReal, Finset.mul_sum]
  rw [Finset.sum_comm]
  refine Finset.sum_congr rfl fun i _ => Finset.sum_congr rfl fun j _ => ?_
  ring

/-- The average `⟨e, L e⟩` is zero for `L = i A` with `A` real antisymmetric and `e` real. -/
theorem expect_angular_eq_zero {A : Matrix n n ℝ} (hA : Aᵀ = -A) (e : n → ℝ) :
    expect e (angular A) = 0 := by
  have ht : (angular A)ᵀ = -angular A := by
    ext i j
    have hij : A j i = -A i j := congrFun (congrFun hA i) j
    simp [angular, hij]
  have h := expect_transpose e (angular A)
  have hn : expect e (-angular A) = -expect e (angular A) := by
    simp only [expect, Matrix.neg_mulVec, dotProduct_neg]
  rw [ht, hn] at h
  linear_combination (-1 / 2 : ℂ) * h

/-- For real antisymmetric `A_a` the coupling tensor is real, with entries `(A_a e) · R (A_b e)`. -/
theorem couplingTensor_apply {A : Fin 3 → Matrix n n ℝ} (hA : ∀ a, (A a)ᵀ = -A a)
    (R : Matrix n n ℝ) (e : n → ℝ) (a b : Fin 3) :
    couplingTensor A R e a b = (((A a *ᵥ e) ⬝ᵥ (R *ᵥ (A b *ᵥ e)) : ℝ) : ℂ) := by
  -- the two factors of i give a minus sign
  have h : angular (A a) * R.map Complex.ofRealHom * angular (A b)
      = -((A a * R * A b).map Complex.ofRealHom) := by
    simp only [angular, Matrix.map_mul, Matrix.smul_mul, Matrix.mul_smul, smul_smul,
      Complex.I_mul_I, neg_smul, one_smul]
  have hc : ∀ X : Matrix n n ℝ, expect e (-(X.map Complex.ofRealHom))
      = -((e ⬝ᵥ (X *ᵥ e) : ℝ) : ℂ) := by
    intro X
    simp only [expect, Matrix.neg_mulVec, dotProduct_neg]
    simp [dotProduct, Matrix.mulVec]
  -- moving A_a to the left vector gives a second one
  have hr : e ⬝ᵥ ((A a * R * A b) *ᵥ e) = -((A a *ᵥ e) ⬝ᵥ (R *ᵥ (A b *ᵥ e))) := by
    rw [← Matrix.mulVec_mulVec, ← Matrix.mulVec_mulVec, Matrix.dotProduct_mulVec,
      ← Matrix.mulVec_transpose, hA a, Matrix.neg_mulVec, neg_dotProduct]
  rw [couplingTensor, Matrix.of_apply, h, hc, hr, Complex.ofReal_neg, neg_neg]

/-- For spin one half, `∑ M_ab σ_a σ_b` is the trace of `M` plus terms in the differences
`M_ab - M_ba`. -/
theorem spinQuadratic_pauli (M : Matrix (Fin 3) (Fin 3) ℂ) :
    spinQuadratic pauli M =
      !![M 0 0 + M 1 1 + M 2 2 + Complex.I * (M 0 1 - M 1 0),
          Complex.I * (M 1 2 - M 2 1) + (M 2 0 - M 0 2);
        Complex.I * (M 1 2 - M 2 1) - (M 2 0 - M 0 2),
          M 0 0 + M 1 1 + M 2 2 - Complex.I * (M 0 1 - M 1 0)] := by
  ext i j
  fin_cases i <;> fin_cases j <;>
    simp [spinQuadratic, pauli, Fin.sum_univ_three] <;>
    ring

/-- For spin one half, `∑ M_ab σ_a σ_b` is a multiple of the identity exactly when the
tensor `M` is symmetric. -/
theorem spinQuadratic_pauli_scalar_iff (M : Matrix (Fin 3) (Fin 3) ℂ) :
    (∃ c : ℂ, spinQuadratic pauli M = c • 1) ↔ Mᵀ = M := by
  rw [spinQuadratic_pauli]
  constructor
  · rintro ⟨c, h⟩
    have h00 := congrFun (congrFun h 0) 0
    have h01 := congrFun (congrFun h 0) 1
    have h10 := congrFun (congrFun h 1) 0
    have h11 := congrFun (congrFun h 1) 1
    simp only [Matrix.of_apply, Matrix.cons_val_zero, Matrix.cons_val_one,
      Matrix.smul_apply, Matrix.one_apply_eq, smul_eq_mul, mul_one,
      Matrix.one_apply_ne (zero_ne_one : (0 : Fin 2) ≠ 1),
      Matrix.one_apply_ne (one_ne_zero : (1 : Fin 2) ≠ 0), mul_zero] at h00 h01 h10 h11
    have e1 : M 0 1 = M 1 0 := by
      linear_combination (-Complex.I / 2) * (h00 - h11) + (M 0 1 - M 1 0) * Complex.I_sq
    have e2 : M 1 2 = M 2 1 := by
      linear_combination (-Complex.I / 2) * (h01 + h10) + (M 1 2 - M 2 1) * Complex.I_sq
    have e3 : M 2 0 = M 0 2 := by linear_combination (h01 - h10) / 2
    ext i j
    fin_cases i <;> fin_cases j <;> simp [e1, e2, e3]
  · intro h
    have e1 : M 1 0 = M 0 1 := congrFun (congrFun h 0) 1
    have e2 : M 2 1 = M 1 2 := congrFun (congrFun h 1) 2
    have e3 : M 2 0 = M 0 2 := congrFun (congrFun h 0) 2
    refine ⟨M 0 0 + M 1 1 + M 2 2, ?_⟩
    ext i j
    fin_cases i <;> fin_cases j <;> simp [e1, e2, e3]

/-- Let `L_a = i A_a` with `A_a` real antisymmetric, and let `R` be real symmetric and `e` real.
Then the first-order averages `⟨e, L_a e⟩` vanish, and `∑ ⟨e, L_a R L_b e⟩ σ_a σ_b` is the real
number `∑ (A_a e) · R (A_a e)` times the identity. -/
theorem no_zero_field_splitting {A : Fin 3 → Matrix n n ℝ} (hA : ∀ a, (A a)ᵀ = -A a)
    {R : Matrix n n ℝ} (hR : Rᵀ = R) (e : n → ℝ) :
    (∀ a, expect e (angular (A a)) = 0) ∧
      spinQuadratic pauli (couplingTensor A R e) =
        ((∑ a, (A a *ᵥ e) ⬝ᵥ (R *ᵥ (A a *ᵥ e)) : ℝ) : ℂ) • 1 := by
  refine ⟨fun a => expect_angular_eq_zero (hA a) e, ?_⟩
  -- the symmetry of R makes the coupling tensor symmetric
  have hs : ∀ a b, couplingTensor A R e a b = couplingTensor A R e b a := by
    intro a b
    rw [couplingTensor_apply hA, couplingTensor_apply hA, Matrix.dotProduct_mulVec,
      ← Matrix.mulVec_transpose, hR, dotProduct_comm]
  rw [spinQuadratic_pauli, hs 1 0, hs 2 1, hs 2 0, Fin.sum_univ_three, Complex.ofReal_add,
    Complex.ofReal_add, ← couplingTensor_apply hA, ← couplingTensor_apply hA,
    ← couplingTensor_apply hA]
  ext i j
  fin_cases i <;> fin_cases j <;> simp

/-- For spin one, `∑ M_ab S_a S_b` is a multiple of the identity exactly when the tensor `M`
is itself a multiple of the identity. -/
theorem spinQuadratic_spinOne_scalar_iff (M : Matrix (Fin 3) (Fin 3) ℂ) :
    (∃ c : ℂ, spinQuadratic spinOne M = c • 1) ↔ ∃ d : ℂ, M = d • 1 := by
  have key : spinQuadratic spinOne M = M.trace • 1 - Mᵀ := by
    ext i j
    fin_cases i <;> fin_cases j <;>
      simp [spinQuadratic, spinOne, angular, pShell, Fin.sum_univ_three, Matrix.mul_apply,
        Matrix.trace] <;>
      ring
  rw [key]
  constructor
  · rintro ⟨c, h⟩
    refine ⟨M.trace - c, ?_⟩
    have ht : Mᵀ = (M.trace - c) • 1 := by
      rw [sub_smul, ← h, sub_sub_cancel]
    have h2 := congrArg Matrix.transpose ht
    simpa only [Matrix.transpose_transpose, Matrix.transpose_smul,
      Matrix.transpose_one] using h2
  · rintro ⟨d, hd⟩
    refine ⟨M.trace - d, ?_⟩
    have ht : Mᵀ = d • 1 := by rw [hd, Matrix.transpose_smul, Matrix.transpose_one]
    rw [ht, sub_smul]

/-- The p shell with diagonal `R` and `e` along `z` meets the hypotheses of
`no_zero_field_splitting`, and its coupling tensor is `diag (r_y, r_x, 0)`. -/
theorem pShell_witness (r : Fin 3 → ℝ) :
    (∀ a, (pShell a)ᵀ = -pShell a) ∧ (Matrix.diagonal r)ᵀ = Matrix.diagonal r ∧
      couplingTensor pShell (Matrix.diagonal r) ![0, 0, 1] =
        Matrix.diagonal ![(r 1 : ℂ), (r 0 : ℂ), 0] := by
  have hA : ∀ a, (pShell a)ᵀ = -pShell a := by
    intro a
    ext i j
    fin_cases a <;> fin_cases i <;> fin_cases j <;> simp [pShell]
  refine ⟨hA, Matrix.diagonal_transpose r, ?_⟩
  ext a b
  rw [couplingTensor_apply hA]
  fin_cases a <;> fin_cases b <;>
    simp [pShell, Matrix.mulVec, dotProduct, Fin.sum_univ_three, Matrix.diagonal_apply]

/-- For the p shell with `R = diag (r_x, r_y, r_z)`, `r_x ≠ 0` and `e` along `z`, the spin-one
operator `∑ ⟨e, L_a R L_b e⟩ S_a S_b` is not a multiple of the identity. -/
theorem spinOne_splits (r : Fin 3 → ℝ) (hr : r 0 ≠ 0) :
    ¬ ∃ c : ℂ, spinQuadratic spinOne
      (couplingTensor pShell (Matrix.diagonal r) ![0, 0, 1]) = c • 1 := by
  rw [spinQuadratic_spinOne_scalar_iff, (pShell_witness r).2.2]
  rintro ⟨d, h⟩
  -- compare the yy and zz entries
  have h1 : (r 0 : ℂ) = d := by simpa using congrFun (congrFun h 1) 1
  have h2 : (0 : ℂ) = d := by simpa using congrFun (congrFun h 2) 2
  exact hr (by exact_mod_cast h1.trans h2.symm)

end

end SpinHalfZeroField
```

```lean
#print axioms SpinHalfZeroField.spinQuadratic_pauli_scalar_iff
-- 'SpinHalfZeroField.spinQuadratic_pauli_scalar_iff' depends on axioms: [propext, Classical.choice, Quot.sound]
#print axioms SpinHalfZeroField.no_zero_field_splitting
-- 'SpinHalfZeroField.no_zero_field_splitting' depends on axioms: [propext, Classical.choice, Quot.sound]
#print axioms SpinHalfZeroField.spinOne_splits
-- 'SpinHalfZeroField.spinOne_splits' depends on axioms: [propext, Classical.choice, Quot.sound]
```

### What the theorem says about orbitals and spins

The type `n` labels a finite orbital basis, taken as orthonormal. The main objects are these:

- `angular A` is \(L=iA\), a complex matrix built from a real one.
- `expect e X` is \(\langle e,Xe\rangle\), with the left vector conjugated. The entries of `e` are real numbers, and this is how the reality of the orbital state enters.
- `couplingTensor A R e` is the 3 by 3 tensor \(M\).
- `spinQuadratic S M` is \(\sum_{ab}M_{ab}S_aS_b\) for any three spin matrices `S`.
- `pauli` holds the \(\sigma_a\) without the factor \(1/2\), so the factor \(\lambda^2/4\) has to be supplied by hand. `spinOne` holds the spin-one matrices themselves.

`no_zero_field_splitting` assumes `hA`, that each \(A_a\) is antisymmetric, and `hR`, that \(R\) is symmetric. It concludes that all three averages \(\langle e,L_ae\rangle\) vanish and that the Pauli contraction is the real number \(\sum_a(A_ae)\cdot R(A_ae)\) times the identity. The vector `e` need not be normalised; for non-zero `e`, dividing this number by \(e\cdot e\) gives the value for the normalised state.

The hypotheses stand for time-reversal symmetry of the orbital problem without a magnetic field: the Hamiltonian is real in a real basis, a non-degenerate eigenvector can be chosen real, and orbital angular momentum is imaginary and Hermitian. The file assumes these properties. It neither builds \(R\) from a Hamiltonian nor derives the perturbation series, and it does not require the \(L_a\) to obey angular momentum commutation relations. Intermediate states of a different total spin, which a many-electron spin–orbit operator can reach, are left out: the coupling \(\lambda\sum_aL_aS_a\) used here does not change the total spin.

Kramers' theorem is much stronger: it takes the degeneracy from time reversal of the full Hamiltonian, for any odd number of electrons and without an expansion. What is proved here is an explicit formula for the first two orders. For spin Hamiltonians in electronic structure work, it justifies omitting the second-order spin–orbit D term of a doublet within this finite-basis, single-multiplet model.

### How the proof follows the calculation

`expect_transpose` writes both averages as double sums, exchanges the order of summation and compares terms. `expect_angular_eq_zero` shows that the transpose of `angular A` is its negative; the final `linear_combination` solves \(-x=x\) for \(x=0\).

`couplingTensor_apply` contains the two minus signs. The step `h` multiplies out the factors of \(i\), `hc` turns the complex average of a real matrix into a real dot product, and `hr` moves \(A_a\) to the left vector by antisymmetry.

`spinQuadratic_pauli` checks the Pauli contraction entry by entry, as an explicit 2 by 2 matrix. `spinQuadratic_pauli_scalar_iff` reads the equivalence off that matrix. The difference of the diagonal entries gives \(M_{01}=M_{10}\), and the sum and difference of the off-diagonal entries give the other two equalities.

In the main theorem, `hs` proves \(M_{ab}=M_{ba}\) from `hR` and the commutativity of the real dot product. Rewriting the explicit matrix with `hs` cancels every difference, and the trace is left on the diagonal.

For spin one, the step `key` in `spinQuadratic_spinOne_scalar_iff` is the identity \(\operatorname{tr}M-M^T\), again checked by entries; transposing then gives the equivalence. `pShell_witness` verifies that the p shell satisfies the hypotheses of the main theorem and computes its tensor. `spinOne_splits` supposes that this tensor is \(d\) times the identity and compares two diagonal entries: one gives \(r_0=d\), the other \(0=d\), which contradicts \(r_0\neq0\).
